# For a Markov chain of walker populations, the expectation of a path observable over zero steps is its value on the starting state alone

The setting is a finite Markov chain whose states carry real population vectors; the mean population after one step is the vector propagated by `G`, divided by a positive control factor. The expectation of a path observable `F` is its sum over all paths of `n` steps from a given state `s`, each weighted by the product of its transition probabilities. The theorem `expect_zero` says that for `n = 0` this expectation equals `F` on the path whose only entry is `s`, where `F` may take values in any real vector space. The attempt unfolds the expectation and the path probability and leaves the rest to `simp`.

The first attempt, which Lean rejects:

```lean
import Mathlib

open Matrix Finset

namespace PopulationControl

noncomputable section

/-- A finite Markov chain of walker populations: from state `s` the mean next population is the
propagated population `G X(s)` divided by the positive control factor `c(s)`. -/
structure ControlledChain (S ι : Type*) [Fintype S] [Fintype ι] (G : Matrix ι ι ℝ) where
  /-- transition probabilities -/
  P : S → S → ℝ
  P_nonneg : ∀ s t, 0 ≤ P s t
  P_sum : ∀ s, ∑ t, P s t = 1
  /-- population-control factors -/
  c : S → ℝ
  c_pos : ∀ s, 0 < c s
  /-- population vectors -/
  X : S → ι → ℝ
  step : ∀ s, ∑ t, P s t • X t = (c s)⁻¹ • (G *ᵥ X s)

namespace ControlledChain

variable {S ι V : Type*} [Fintype S] [Fintype ι] {G : Matrix ι ι ℝ}
  [AddCommGroup V] [Module ℝ V] (K : ControlledChain S ι G)

/-- The probability of a path, given its first state: the product of its transition
probabilities. -/
def pathProb {n : ℕ} (ω : Fin (n + 1) → S) : ℝ :=
  ∏ i : Fin n, K.P (ω i.castSucc) (ω i.succ)

/-- The expectation of a path observable `F` over all `n`-step paths that start in `s`. -/
def expect (n : ℕ) (s : S) (F : (Fin (n + 1) → S) → V) : V :=
  ∑ ω : Fin n → S, K.pathProb (vecCons s ω) • F (vecCons s ω)

/-- With no steps taken, the expectation is the value on the path that stays at its start. -/
theorem expect_zero (s : S) (F : (Fin 1 → S) → V) :
    K.expect 0 s F = F (fun _ => s) := by
  simp [expect, pathProb]

end ControlledChain

end

end PopulationControl
```

Lean reports:

```
Main.lean:39:39: error: unsolved goals
S : Type u_1
ι : Type u_2
V : Type u_3
inst✝³ : Fintype S
inst✝² : Fintype ι
G : Matrix ι ι ℝ
inst✝¹ : AddCommGroup V
inst✝ : Module ℝ V
K : ControlledChain S ι G
s : S
F : (Fin 1 → S) → V
⊢ F (vecCons s default) = F fun x => s
```

The error reports a goal that `simp` left open. The sum has been reduced to its single term and the weight, an empty product, has gone. What remains is to show that `F` takes the same value on `vecCons s default` and on `fun x => s`.

Both arguments are functions on `Fin 1`, and both give `s` at the only index, 0. They are written differently, though, and the `simp` call did not rewrite one into the other. Seeing that they agree takes a comparison index by index.

The added statement `h` makes this comparison for every `ω : Fin 0 → S`: `funext i` reduces equality of the functions to equality at an index, `fin_cases i` leaves only the index 0, and `rfl` closes that case. After the unchanged `simp` line, `congrArg F (h _)` applies `F` to both sides of this equality, which is exactly the remaining goal. The added comment only explains `h`.

The mended proof, as a diff:

```diff
@@ -38,5 +38,12 @@
 theorem expect_zero (s : S) (F : (Fin 1 → S) → V) :
     K.expect 0 s F = F (fun _ => s) := by
+  -- a path without steps consists of its starting state only
+  have h : ∀ ω : Fin 0 → S, vecCons s ω = fun _ => s := by
+    intro ω
+    funext i
+    fin_cases i
+    rfl
   simp [expect, pathProb]
+  exact congrArg F (h _)
 
 end ControlledChain
```
